# The semiclassical equations of motion fix the rates of change of position and crystal momentum uniquely when 1 + B·Ω ≠ 0

For an electron of charge $-e$, let $B$ be $e/\hbar$ times the magnetic field. Take $B=b\,e_z$, a Berry curvature $\Omega=\omega\,e_z$, a band velocity $v=u\,e_x$ and no other force. Let $r$ be the rate of change of position and $k$ that of the wave vector, which is crystal momentum divided by $\hbar$, and try $r=x\,e_x$. The magnetic force gives $k=-r\times B=xb\,e_y$. The Berry curvature turns this back into a velocity along $x$:

$$r=v-k\times\Omega\quad\Longrightarrow\quad x=u-b\omega x\quad\Longrightarrow\quad(1+b\omega)x=u.$$

The feedback produces the factor $1+B\cdot\Omega$. The same factor governs the general case.

## The equations and their density factor

```lean
import Mathlib

open Matrix

namespace SemiclassicalDynamics
```

This loads Mathlib and its vector notation: `⨯₃` is the cross product, `⬝ᵥ` the dot product and `•` multiplication by a scalar.

```lean
/-- Real vectors in three dimensions. -/
abbrev Vec := Fin 3 → ℝ
```

A vector is a function from the indices 0, 1, 2 to the real numbers.

```lean
/-- The semiclassical equations of motion of a wave packet with band velocity `v`, force `F`,
magnetic field `B` and Berry curvature `Ω`, in units that absorb `ħ` and the charge.
Here `r` and `k` are the rates of change of position and crystal momentum. -/
structure EquationsOfMotion (v F B Ω r k : Vec) : Prop where
  velocity : r = v - k ⨯₃ Ω
  force : k = F - r ⨯₃ B
```

`EquationsOfMotion v F B Ω r k` is the statement that both equations hold:

$$r=v-k\times\Omega,\qquad k=F-r\times B.$$

For an electron of charge $-e$ in an electric field $E$, $F$ stands for $-eE/\hbar$ and $B$ for $e/\hbar$ times the magnetic field. The equations are assumed, not derived from wave-packet dynamics. All four inputs are given vectors at one instant, so the results concern rates, not trajectories.

```lean
/-- The phase-space density factor `D = 1 + B · Ω`. -/
def density (B Ω : Vec) : ℝ := 1 + B ⬝ᵥ Ω
```

This defines $D=1+B\cdot\Omega$. The name recalls its role in the phase-space density; here it is only a number.

```lean
/-- The density factor is symmetric in magnetic field and Berry curvature. -/
theorem density_comm (B Ω : Vec) : density B Ω = density Ω B := by
  rw [density, density, dotProduct_comm]
```

Since $B\cdot\Omega=\Omega\cdot B$, exchanging the two leaves $D$ unchanged.

## Eliminating the momentum rate

```lean
/-- The triple product identity `(a × b) × c = (a · c) b - (b · c) a`. -/
theorem triple_product (a b c : Vec) :
    (a ⨯₃ b) ⨯₃ c = (a ⬝ᵥ c) • b - (b ⬝ᵥ c) • a := by
  ext i
  fin_cases i <;> simp [cross_apply, dotProduct, Fin.sum_univ_three] <;> ring
```

Component 0 of the left side is

$$(a_2b_0-a_0b_2)c_2-(a_0b_1-a_1b_0)c_1=b_0(a_1c_1+a_2c_2)-a_0(b_1c_1+b_2c_2).$$

Adding and subtracting $a_0b_0c_0$ gives the right side. Lean treats the three components separately, and `ring` does the algebra.

```lean
/-- Every solution of the equations of motion satisfies
`D r = v - F × Ω + (v · Ω) B`, whatever the value of `D`. -/
theorem density_smul_velocity {v F B Ω r k : Vec} (h : EquationsOfMotion v F B Ω r k) :
    density B Ω • r = v - F ⨯₃ Ω + (v ⬝ᵥ Ω) • B := by
  have hv : r + k ⨯₃ Ω = v := eq_sub_iff_add_eq.mp h.velocity
  have hF : k + r ⨯₃ B = F := eq_sub_iff_add_eq.mp h.force
  -- the Berry curvature term does not change the velocity along `Ω`
  have hdot : v ⬝ᵥ Ω = r ⬝ᵥ Ω := by
    rw [← hv, add_dotProduct, dotProduct_comm (k ⨯₃ Ω) Ω, dot_cross_self, add_zero]
  -- eliminate `k` through the force equation
  have hFO : F ⨯₃ Ω = k ⨯₃ Ω + (r ⨯₃ B) ⨯₃ Ω := by
    rw [← hF, map_add, LinearMap.add_apply]
  rw [hFO, triple_product, hdot, ← hv, density]
  module
```

Write the equations as $v=r+k\times\Omega$ and $F=k+r\times B$. Dotting the first with $\Omega$ gives $v\cdot\Omega=r\cdot\Omega$ (`hdot`). Crossing the second with $\Omega$ (`hFO`) and using the triple product gives

$$F\times\Omega=k\times\Omega+(r\cdot\Omega)B-(B\cdot\Omega)r.$$

Therefore

$$v-F\times\Omega+(v\cdot\Omega)B=r+(B\cdot\Omega)r=Dr.$$

The tactic `module` collects the vector terms. Nothing was divided by $D$, so this holds even for $D=0$.

## Existence and uniqueness

```lean
/-- If `D ≠ 0`, the explicit formulas for `D r` and `D k` imply the velocity equation
`r = v - k × Ω`. -/
theorem velocity_of_formulas {v F B Ω r k : Vec} (hD : density B Ω ≠ 0)
    (hr : density B Ω • r = v - F ⨯₃ Ω + (v ⬝ᵥ Ω) • B)
    (hk : density B Ω • k = F - v ⨯₃ B + (F ⬝ᵥ B) • Ω) :
    r = v - k ⨯₃ Ω := by
  have hkO : density B Ω • (k ⨯₃ Ω) = F ⨯₃ Ω - (v ⨯₃ B) ⨯₃ Ω := by
    have h1 : density B Ω • (k ⨯₃ Ω) = (density B Ω • k) ⨯₃ Ω := by simp
    rw [h1, hk]
    simp [cross_self]
  have h : density B Ω • r = density B Ω • (v - k ⨯₃ Ω) := by
    rw [hr, smul_sub, hkO, triple_product, density]
    module
  -- cancel the nonzero density factor
  exact funext fun i => mul_left_cancel₀ hD (congrFun h i)
```

For the converse, cross the formula for $Dk$ with $\Omega$. Since $\Omega\times\Omega=0$,

$$D(k\times\Omega)=F\times\Omega-(v\cdot\Omega)B+(B\cdot\Omega)v.$$

Subtracting this from $Dv=v+(B\cdot\Omega)v$ gives

$$D(v-k\times\Omega)=v-F\times\Omega+(v\cdot\Omega)B=Dr.$$

Cancelling $D\neq0$ leaves the velocity equation.

```lean
/-- If `D = 1 + B · Ω` is nonzero, the semiclassical equations of motion have exactly one
solution `(r, k)`, and it is characterised by `D r = v - F × Ω + (v · Ω) B` and
`D k = F - v × B + (F · B) Ω`. -/
theorem existsUnique_solution (v F B Ω : Vec) (hD : density B Ω ≠ 0) :
    (∃! p : Vec × Vec, EquationsOfMotion v F B Ω p.1 p.2) ∧
    ∀ r k : Vec, EquationsOfMotion v F B Ω r k ↔
      density B Ω • r = v - F ⨯₃ Ω + (v ⬝ᵥ Ω) • B ∧
      density B Ω • k = F - v ⨯₃ B + (F ⬝ᵥ B) • Ω := by
  have key : ∀ r k : Vec, EquationsOfMotion v F B Ω r k ↔
      density B Ω • r = v - F ⨯₃ Ω + (v ⬝ᵥ Ω) • B ∧
      density B Ω • k = F - v ⨯₃ B + (F ⬝ᵥ B) • Ω := by
    intro r k
    constructor
    · intro h
      -- exchanging (r, v, Ω) with (k, F, B) maps the equations to themselves
      have hs : EquationsOfMotion F v Ω B k r := ⟨h.force, h.velocity⟩
      have hk := density_smul_velocity hs
      rw [density_comm Ω B] at hk
      exact ⟨density_smul_velocity h, hk⟩
    · rintro ⟨hr, hk⟩
      refine ⟨velocity_of_formulas hD hr hk, ?_⟩
      rw [density_comm B Ω] at hD hr hk
      exact velocity_of_formulas hD hk hr
  refine ⟨⟨((density B Ω)⁻¹ • (v - F ⨯₃ Ω + (v ⬝ᵥ Ω) • B),
    (density B Ω)⁻¹ • (F - v ⨯₃ B + (F ⬝ᵥ B) • Ω)),
    (key _ _).2 ⟨smul_inv_smul₀ hD _, smul_inv_smul₀ hD _⟩, ?_⟩, key⟩
  rintro ⟨r, k⟩ h
  obtain ⟨hr, hk⟩ := (key r k).1 h
  refine Prod.ext ?_ ?_
  · change r = (density B Ω)⁻¹ • (v - F ⨯₃ Ω + (v ⬝ᵥ Ω) • B)
    rw [← hr, inv_smul_smul₀ hD]
  · change k = (density B Ω)⁻¹ • (F - v ⨯₃ B + (F ⬝ᵥ B) • Ω)
    rw [← hk, inv_smul_smul₀ hD]
```

For $D\ne0$, exactly one pair $(r,k)$ exists (`∃!`), and a pair is a solution if and only if

$$Dr=v-F\times\Omega+(v\cdot\Omega)B,\qquad Dk=F-v\times B+(F\cdot B)\Omega.$$

The exchange $(r,v,\Omega)\leftrightarrow(k,F,B)$ swaps the two equations, so `density_smul_velocity` and `velocity_of_formulas` each serve twice. This proves the equivalence, `key`. Dividing both formulas by $D$ then supplies a solution, and any other solution must equal it.

## What happens at D = 0

```lean
/-- If `D = 0`, the equations of motion never have exactly one solution. -/
theorem not_existsUnique_of_density_eq_zero (v F B Ω : Vec) (hD : density B Ω = 0) :
    ¬ ∃! p : Vec × Vec, EquationsOfMotion v F B Ω p.1 p.2 := by
  rintro ⟨⟨r, k⟩, h, huniq⟩
  have h' : EquationsOfMotion v F B Ω r k := h
  have hBO : B ⬝ᵥ Ω = -1 := by
    rw [density] at hD
    linarith
  -- any `a` orthogonal to `Ω` can be added to the velocity
  have step : ∀ a : Vec, a ⬝ᵥ Ω = 0 → a = 0 := by
    intro a ha
    have htr : (a ⨯₃ B) ⨯₃ Ω = a := by
      rw [triple_product, ha, hBO]
      module
    have hnew : EquationsOfMotion v F B Ω (r + a) (k - a ⨯₃ B) := by
      constructor
      · rw [map_sub, LinearMap.sub_apply, htr]
        linear_combination (norm := module) h'.velocity
      · rw [map_add, LinearMap.add_apply]
        linear_combination (norm := module) h'.force
    have e : r + a = r := congrArg Prod.fst (huniq (r + a, k - a ⨯₃ B) hnew)
    simpa using e
  have hc : ∀ w : Vec, Ω ⨯₃ w = 0 := fun w =>
    step _ (by rw [dotProduct_comm, dot_self_cross])
  -- hence `Ω` vanishes, which contradicts `B · Ω = -1`
  have o2 : Ω 2 = 0 := by simpa [cross_apply] using congrFun (hc ![1, 0, 0]) 1
  have o1 : Ω 1 = 0 := by simpa [cross_apply] using congrFun (hc ![1, 0, 0]) 2
  have o0 : Ω 0 = 0 := by simpa [cross_apply] using congrFun (hc ![0, 1, 0]) 2
  simp [dotProduct, Fin.sum_univ_three, o0, o1, o2] at hBO
```

Suppose $D=0$, so $B\cdot\Omega=-1$, and let $(r,k)$ be the only solution. If $a\cdot\Omega=0$, then $(a\times B)\times\Omega=a$, so

$$v-(k-a\times B)\times\Omega=r+a,\qquad F-(r+a)\times B=k-a\times B.$$

Thus $(r+a,\,k-a\times B)$ is also a solution, and uniqueness forces $a=0$. Every $\Omega\times w$ is orthogonal to $\Omega$, hence zero. Testing $w$ along two axes gives $\Omega=0$, contradicting $B\cdot\Omega=-1$.

A small example is $B=e_z$, $\Omega=-e_z$, $F=0$. With $v=0$, every pair $r=x\,e_x$, $k=x\,e_y$ is a solution. With $v=e_x$ there is none, because the formula for $Dr$ would read $0=e_x$.

## Power balance and the anomalous velocity

```lean
/-- Power balance: every solution of the equations of motion satisfies `v · k = F · r`. -/
theorem power_balance {v F B Ω r k : Vec} (h : EquationsOfMotion v F B Ω r k) :
    v ⬝ᵥ k = F ⬝ᵥ r := by
  have hv : r + k ⨯₃ Ω = v := eq_sub_iff_add_eq.mp h.velocity
  have hF : k + r ⨯₃ B = F := eq_sub_iff_add_eq.mp h.force
  rw [← hv, ← hF, add_dotProduct, add_dotProduct, dotProduct_comm (k ⨯₃ Ω) k,
    dot_self_cross, dotProduct_comm (r ⨯₃ B) r, dot_self_cross, dotProduct_comm r k]
```

Because $k\times\Omega\perp k$ and $r\times B\perp r$,

$$v\cdot k=r\cdot k=F\cdot r.$$

When $v$ is $1/\hbar$ times the gradient of a band energy that depends only on the wave vector, the left side is $1/\hbar$ times that energy's rate of change.

```lean
/-- Without a magnetic field, the equations of motion say that `k = F` and that the velocity
is the band velocity plus the anomalous velocity `-F × Ω`. -/
theorem anomalous_velocity (v F Ω r k : Vec) :
    EquationsOfMotion v F 0 Ω r k ↔ r = v - F ⨯₃ Ω ∧ k = F := by
  constructor
  · intro h
    have hk : k = F := by simpa using h.force
    exact ⟨by rw [← hk]; exact h.velocity, hk⟩
  · rintro ⟨hr, hk⟩
    exact ⟨by rw [hk]; exact hr, by simpa using hk⟩

end SemiclassicalDynamics
```

At $B=0$ the equations are equivalent to $k=F$ and $r=v-F\times\Omega$: substitute the first into the velocity equation, or reverse the substitution. For a wave packet in a single band, the anomalous velocity $-F\times\Omega$ is the term that enters the intrinsic anomalous Hall current.

```lean
#print axioms SemiclassicalDynamics.existsUnique_solution
#print axioms SemiclassicalDynamics.not_existsUnique_of_density_eq_zero
#print axioms SemiclassicalDynamics.power_balance
#print axioms SemiclassicalDynamics.anomalous_velocity
```

```
'SemiclassicalDynamics.existsUnique_solution' depends on axioms: [propext, Classical.choice, Quot.sound]
'SemiclassicalDynamics.not_existsUnique_of_density_eq_zero' depends on axioms: [propext, Classical.choice, Quot.sound]
'SemiclassicalDynamics.power_balance' depends on axioms: [propext, Classical.choice, Quot.sound]
'SemiclassicalDynamics.anomalous_velocity' depends on axioms: [propext, Classical.choice, Quot.sound]
```
